# A linearly independent basis never overestimates the partition function of a Hermitian matrix

In a thermal calculation with non-orthogonal basis states, one can solve the generalised eigenvalue problem K c = ε S c, where K is the Hamiltonian matrix and S the overlap matrix of these states, and sum the Boltzmann factors exp(−bε) at inverse temperature b. For a finite Hermitian matrix H and linearly independent basis vectors, this sum is a lower bound on the exact one. The bound applies, for example, to non-orthogonal configuration interaction within a finite many-electron space at fixed particle number. Passing from a Hamiltonian on an infinite-dimensional space to the matrix H is a separate approximation, which the bound does not control.

```lean
import Mathlib

open Matrix
open scoped ComplexOrder

namespace PeierlsNonorthogonal

noncomputable section

variable {n m : Type*} [Fintype n] [DecidableEq n] [Fintype m] [DecidableEq m]
```

The finite types `n` and `m` are index sets: `n` labels the coordinates of the full space with respect to an orthonormal basis, `m` the chosen basis vectors, which need not be orthogonal. These vectors are the columns of a matrix B.

```lean
/-- The partition function `tr exp(-b A)` of a matrix `A` at inverse temperature `b`. -/
def partitionFunction (A : Matrix n n ℂ) (b : ℝ) : ℂ :=
  trace (NormedSpace.exp (-(b : ℂ) • A))
```

This is Z(b) = tr exp(−bA), with b in the place of the usual β = 1/(k_B T). Any real b is allowed. The value has complex type, because A need not be Hermitian.

```lean
/-- The matrix `S⁻¹ K` of the generalised eigenvalue problem, with overlap `S = Bᴴ B` and
`K = Bᴴ H B`; it has this meaning only if the overlap is invertible, since the inverse of a singular
matrix is set to 0. -/
def effectiveHamiltonian (H : Matrix n n ℂ) (B : Matrix n m ℂ) : Matrix m m ℂ :=
  (Bᴴ * B)⁻¹ * (Bᴴ * H * B)
```

The symbol ᴴ is the conjugate transpose. With S = BᴴB and K = BᴴHB, the definition is S⁻¹K, whose eigenvalues are the ε above. The name `effectiveHamiltonian` means only this matrix, not a Hamiltonian corrected for the states left out.

```lean
/-- A Hermitian matrix is brought to the diagonal matrix of its eigenvalues by a unitary. -/
theorem exists_eigenbasis {A : Matrix n n ℂ} (hA : A.IsHermitian) :
    ∃ U : Matrix n n ℂ, Uᴴ * U = 1 ∧
      Uᴴ * A * U = diagonal (fun i => (hA.eigenvalues i : ℂ)) := by
  have key : ∀ V D M : Matrix n n ℂ, Vᴴ * V = 1 → M = V * D * Vᴴ → Vᴴ * M * V = D := by
    intro V D M hV hM
    calc Vᴴ * M * V = (Vᴴ * V) * D * (Vᴴ * V) := by rw [hM]; simp only [Matrix.mul_assoc]
      _ = D := by rw [hV, Matrix.one_mul, Matrix.mul_one]
  have hU := mem_unitaryGroup_iff'.mp hA.eigenvectorUnitary.2
  have h := hA.spectral_theorem
  rw [Unitary.conjStarAlgAut_apply] at h
  exact ⟨hA.eigenvectorUnitary, hU, key _ _ _ hU h⟩
```

In a Lean theorem, the hypotheses stand in brackets after the name, the claim follows the first colon outside those brackets, and the proof comes after `:=`. Here the claim is that a Hermitian A has a unitary U with UᴴAU diagonal and real. Mathlib's spectral theorem gives A = UDUᴴ; multiplying by Uᴴ and U isolates D.

```lean
omit [DecidableEq n] in
/-- For a Hermitian `H` and linearly independent basis vectors, some combinations of the basis
vectors are orthonormal and diagonalise the projected Hamiltonian, with real Ritz energies. -/
theorem exists_ritz_basis {H : Matrix n n ℂ} (hH : H.IsHermitian) {B : Matrix n m ℂ}
    (hB : LinearIndependent ℂ B.col) :
    ∃ (W : Matrix m m ℂ) (d : m → ℝ), (B * W)ᴴ * (B * W) = 1 ∧
      (B * W)ᴴ * H * (B * W) = diagonal (fun i => (d i : ℂ)) := by
  have hS := PosDef.conjTranspose_mul_self B (mulVec_injective_iff.mpr hB)
  -- orthonormalise with the inverse square roots of the overlap eigenvalues
  obtain ⟨T, hT⟩ : ∃ T : Matrix m m ℂ, (B * T)ᴴ * (B * T) = 1 := by
    obtain ⟨U, -, hU⟩ := exists_eigenbasis hS.isHermitian
    have key : ∀ x : ℝ, 0 < x → (√x)⁻¹ * x * (√x)⁻¹ = 1 := fun x hx => by
      have hne := (Real.sqrt_pos.2 hx).ne'
      calc _ = (√x)⁻¹ * (√x * √x) * (√x)⁻¹ := by rw [Real.mul_self_sqrt hx.le]
        _ = 1 := by field_simp
    obtain ⟨r, hr⟩ : ∃ r : m → ℝ, ∀ i, r i * hS.isHermitian.eigenvalues i * r i = 1 :=
      ⟨fun i => (√(hS.isHermitian.eigenvalues i))⁻¹, fun i => key _ (hS.eigenvalues_pos i)⟩
    have hr' : ∀ i, (r i : ℂ) * (hS.isHermitian.eigenvalues i : ℂ) * (r i : ℂ) = 1 :=
      fun i => by exact_mod_cast hr i
    refine ⟨U * diagonal (fun i => (r i : ℂ)), ?_⟩
    calc _ = (diagonal (fun i => (r i : ℂ)))ᴴ * (Uᴴ * (Bᴴ * B) * U)
          * diagonal (fun i => (r i : ℂ)) := by
          simp only [conjTranspose_mul, Matrix.mul_assoc]
      _ = 1 := by
          rw [hU, diagonal_conjTranspose, diagonal_mul_diagonal, diagonal_mul_diagonal,
            ← diagonal_one]
          exact congrArg diagonal (funext fun i => by simpa using hr' i)
  have hK : ((B * T)ᴴ * H * (B * T)).IsHermitian := by
    rw [Matrix.IsHermitian]
    simp only [conjTranspose_mul, conjTranspose_conjTranspose, hH.eq, Matrix.mul_assoc]
  obtain ⟨P, hP, hD⟩ := exists_eigenbasis hK
  refine ⟨T * P, hK.eigenvalues, ?_, ?_⟩
  · calc _ = Pᴴ * ((B * T)ᴴ * (B * T)) * P := by
          simp only [conjTranspose_mul, Matrix.mul_assoc]
      _ = 1 := by rw [hT, Matrix.mul_one, hP]
  · rw [← hD]
    simp only [conjTranspose_mul, Matrix.mul_assoc]
```

The hypothesis `hB` says that the columns of B are linearly independent. Hence cᴴSc = ‖Bc‖² > 0 for c ≠ 0, and S is positive definite. Diagonalise it, with eigenvalues sᵢ > 0, and rescale:

UᴴSU = diag(sᵢ),  T = U diag(1/√sᵢ),  TᴴST = 1

The columns of BT are orthonormal. The projected matrix (BT)ᴴH(BT) is Hermitian, so a unitary P diagonalises it. With W = TP, the columns of BW are orthonormal Ritz vectors, and their energies dᵢ are real. In the proof, `obtain` names the objects whose existence has been shown, and `calc` writes out a chain of equalities.

```lean
omit [DecidableEq n] in
/-- In a basis with orthonormal Ritz combinations `B W` of energies `d`, the partition function
of `S⁻¹ K` is the sum of the Boltzmann factors of the Ritz energies. -/
theorem partitionFunction_effective {H : Matrix n n ℂ} {B : Matrix n m ℂ} {W : Matrix m m ℂ}
    {d : m → ℝ} (hQ : (B * W)ᴴ * (B * W) = 1)
    (hD : (B * W)ᴴ * H * (B * W) = diagonal (fun i => (d i : ℂ))) (b : ℝ) :
    partitionFunction (effectiveHamiltonian H B) b
      = ((∑ i, Real.exp (-b * d i) : ℝ) : ℂ) := by
  have h0 : Wᴴ * (Bᴴ * B * W) = 1 := by
    rw [← hQ]; simp only [conjTranspose_mul, Matrix.mul_assoc]
  have hV : Wᴴ * (Bᴴ * B) * W = 1 := by rw [Matrix.mul_assoc, h0]
  have hu : IsUnit W := IsUnit.of_mul_eq_one _ (mul_eq_one_comm.mp hV)
  have hdet := (isUnit_iff_isUnit_det W).mp hu
  -- the inverse overlap is `W Wᴴ`, so `S⁻¹ K` is similar to the diagonal matrix of energies
  have hI : Bᴴ * B * (W * Wᴴ) = 1 := by
    rw [← Matrix.mul_assoc]; exact mul_eq_one_comm.mp h0
  have e : effectiveHamiltonian H B = W * diagonal (fun i => (d i : ℂ)) * W⁻¹ := by
    rw [effectiveHamiltonian, inv_eq_right_inv hI, ← hD]
    calc _ = W * Wᴴ * (Bᴴ * H * B) * (W * W⁻¹) := by
          rw [mul_nonsing_inv _ hdet, Matrix.mul_one]
      _ = _ := by simp only [conjTranspose_mul, Matrix.mul_assoc]
  rw [partitionFunction, e, ← Matrix.smul_mul, ← Matrix.mul_smul, Matrix.exp_conj _ _ hu,
    trace_mul_cycle, nonsing_inv_mul _ hdet, Matrix.one_mul, ← diagonal_smul,
    Matrix.exp_diagonal, trace_diagonal, Complex.ofReal_sum]
  refine Finset.sum_congr rfl fun i _ => ?_
  refine (NormedSpace.map_exp (Pi.evalRingHom (fun _ : m => ℂ) i) (continuous_apply i)
    (-(b : ℂ) • fun j => (d j : ℂ))).trans ?_
  change NormedSpace.exp (-(b : ℂ) * (d i : ℂ)) = _
  rw [← Complex.exp_eq_exp_ℂ]
  simp only [Complex.ofReal_exp, Complex.ofReal_mul, Complex.ofReal_neg]
```

Orthonormality reads WᴴSW = 1. Since W is square, it is invertible and S⁻¹ = WWᴴ. Therefore

S⁻¹K = W (WᴴKW) W⁻¹ = W diag(d) W⁻¹

The exponential respects this similarity (`Matrix.exp_conj`), and cyclicity of the trace removes W:

tr exp(−bS⁻¹K) = Σᵢ exp(−bdᵢ)

So the trace is real, although S⁻¹K is in general not Hermitian.

```lean
/-- If a unitary `U` diagonalises `H` with real energies `E`, the partition function of `H` is
the sum of their Boltzmann factors. -/
theorem partitionFunction_eq_sum {H U : Matrix n n ℂ} {E : n → ℝ} (hU : Uᴴ * U = 1)
    (hE : Uᴴ * H * U = diagonal (fun k => (E k : ℂ))) (b : ℝ) :
    partitionFunction H b = ((∑ k, Real.exp (-b * E k) : ℝ) : ℂ) := by
  have h := partitionFunction_effective (H := H) (B := 1) (W := U) (d := E)
    (by rwa [Matrix.one_mul]) (by rwa [Matrix.one_mul]) b
  have e : effectiveHamiltonian H (1 : Matrix n n ℂ) = H := by simp [effectiveHamiltonian]
  rwa [e] at h
```

Setting B = 1 and W = U in the previous result gives tr exp(−bH) = Σₖ exp(−bEₖ), where Eₖ are the exact energies.

```lean
omit [DecidableEq n] in
/-- For orthonormal columns `C`, the total weight of all columns on one coordinate is at most
one. -/
theorem bessel_row {C : Matrix n m ℂ} (hC : Cᴴ * C = 1) (k : n) :
    ∑ i, Complex.normSq (C k i) ≤ 1 := by
  have hP : (C * Cᴴ) * (C * Cᴴ)ᴴ = C * Cᴴ := by
    calc _ = C * (Cᴴ * C) * Cᴴ := by
          simp only [conjTranspose_mul, conjTranspose_conjTranspose, Matrix.mul_assoc]
      _ = _ := by rw [hC, Matrix.mul_one]
  have h1 : (C * Cᴴ) k k = ((∑ i, Complex.normSq (C k i) : ℝ) : ℂ) := by
    rw [Matrix.mul_apply, Complex.ofReal_sum]
    exact Finset.sum_congr rfl fun i _ => Complex.mul_conj _
  have h2 : (C * Cᴴ) k k = ((∑ j, Complex.normSq ((C * Cᴴ) k j) : ℝ) : ℂ) := by
    conv_lhs => rw [← hP]
    rw [Matrix.mul_apply, Complex.ofReal_sum]
    exact Finset.sum_congr rfl fun j _ => Complex.mul_conj _
  have h3 : Complex.normSq ((C * Cᴴ) k k) ≤ ∑ j, Complex.normSq ((C * Cᴴ) k j) :=
    Finset.single_le_sum (f := fun j => Complex.normSq ((C * Cᴴ) k j))
      (fun j _ => Complex.normSq_nonneg _) (Finset.mem_univ k)
  have h4 := Complex.ofReal_injective (h1.symm.trans h2)

  rw [← h4, h1, Complex.normSq_ofReal] at h3
  by_contra hlt
  nlinarith [not_le.mp hlt]
```

Let C have orthonormal columns and put P = CCᴴ, so that P = PPᴴ. Write p = Pₖₖ = Σᵢ |Cₖᵢ|². Then

p = Σⱼ |Pₖⱼ|² ≥ |Pₖₖ|² = p²

which forces p ≤ 1. Together, the Ritz vectors put at most unit weight on any one coordinate.

```lean
/-- If orthonormal vectors `C` make the diagonal Hamiltonian `E` diagonal with energies `d`,
the Boltzmann factors of `d` sum to at most those of `E`. -/
theorem sum_boltzmann_le {C : Matrix n m ℂ} {E : n → ℝ} {d : m → ℝ} (hC : Cᴴ * C = 1)
    (hD : Cᴴ * diagonal (fun k => (E k : ℂ)) * C = diagonal (fun i => (d i : ℂ))) (b : ℝ) :
    ∑ i, Real.exp (-b * d i) ≤ ∑ k, Real.exp (-b * E k) := by
  have e : ∀ z : ℂ, star z * z = (Complex.normSq z : ℂ) := fun z => by
    rw [mul_comm]; exact Complex.mul_conj z
  have hcol : ∀ i, ∑ k, Complex.normSq (C k i) = 1 := fun i => by
    have h := congrFun (congrFun hC i) i
    rw [Matrix.mul_apply] at h
    simp only [conjTranspose_apply, one_apply_eq, e] at h
    exact_mod_cast h
  have hmean : ∀ i, ∑ k, Complex.normSq (C k i) * E k = d i := fun i => by
    have h := congrFun (congrFun hD i) i
    rw [Matrix.mul_apply] at h
    simp only [mul_diagonal, conjTranspose_apply, diagonal_apply_eq] at h
    apply Complex.ofReal_injective
    rw [← h, Complex.ofReal_sum]
    refine Finset.sum_congr rfl fun k _ => ?_
    rw [Complex.ofReal_mul, ← e]
    ring
  calc _ ≤ ∑ i, ∑ k, Complex.normSq (C k i) * Real.exp (-b * E k) := by
        -- Jensen's inequality for each Ritz vector
        refine Finset.sum_le_sum fun i _ => ?_
        have h := convexOn_exp.map_sum_le (t := Finset.univ)
          (w := fun k => Complex.normSq (C k i)) (p := fun k => -b * E k)
          (fun k _ => Complex.normSq_nonneg _) (hcol i) (fun k _ => Set.mem_univ _)
        simp only [smul_eq_mul] at h
        rw [← hmean i, Finset.mul_sum]
        simpa only [mul_left_comm] using h
    _ = ∑ k, (∑ i, Complex.normSq (C k i)) * Real.exp (-b * E k) := by
        rw [Finset.sum_comm]
        simp only [Finset.sum_mul]
    _ ≤ _ := Finset.sum_le_sum fun k _ =>
        mul_le_of_le_one_left (Real.exp_pos _).le (bessel_row hC k)
```

Now let the coordinates be the eigenstates of H. The diagonal entries of the two hypotheses say

Σₖ |Cₖᵢ|² = 1,  dᵢ = Σₖ |Cₖᵢ|² Eₖ

These are `hcol` and `hmean`. Each Ritz energy is a weighted mean of exact energies, so Jensen's inequality for the convex exponential gives

exp(−bdᵢ) ≤ Σₖ |Cₖᵢ|² exp(−bEₖ)

Sum over i, exchange the sums, and use the weight bound:

Σᵢ exp(−bdᵢ) ≤ Σₖ (Σᵢ |Cₖᵢ|²) exp(−bEₖ) ≤ Σₖ exp(−bEₖ)

```lean
/-- **Peierls bound in a non-orthogonal basis.** For a Hermitian `H`, linearly independent basis
vectors and any real `b`, `Re tr exp(-b S⁻¹ K) ≤ Re tr exp(-b H)`. -/
theorem peierls_bound {H : Matrix n n ℂ} (hH : H.IsHermitian) {B : Matrix n m ℂ}
    (hB : LinearIndependent ℂ B.col) (b : ℝ) :
    (partitionFunction (effectiveHamiltonian H B) b).re ≤ (partitionFunction H b).re := by
  obtain ⟨W, d, hQ, hD⟩ := exists_ritz_basis hH hB
  obtain ⟨U, hU, hE⟩ := exists_eigenbasis hH
  have hU' : U * Uᴴ = 1 := mul_eq_one_comm.mp hU
  rw [partitionFunction_effective hQ hD, partitionFunction_eq_sum hU hE,
    Complex.ofReal_re, Complex.ofReal_re]
  -- expand the Ritz vectors in the eigenbasis of `H`
  refine sum_boltzmann_le (C := Uᴴ * (B * W)) ?_ ?_ b
  · calc _ = (B * W)ᴴ * (U * Uᴴ) * (B * W) := by
          simp only [conjTranspose_mul, conjTranspose_conjTranspose, Matrix.mul_assoc]
      _ = 1 := by rw [hU', Matrix.mul_one, hQ]
  · rw [← hE]
    calc _ = (B * W)ᴴ * (U * Uᴴ) * H * (U * Uᴴ) * (B * W) := by
          simp only [conjTranspose_mul, conjTranspose_conjTranspose, Matrix.mul_assoc]
      _ = _ := by rw [hU', Matrix.mul_one, Matrix.mul_one, hD]
```

For Hermitian H, independent columns of B and every real b,

Re tr exp(−bS⁻¹K) ≤ Re tr exp(−bH)

The suffix `.re` takes the real part, since complex numbers are not ordered as real ones are; by the earlier sums, nothing is lost. The proof expands the Ritz vectors in the eigenbasis, C = UᴴBW. Because UUᴴ = 1, this C has orthonormal columns and satisfies Cᴴ diag(E) C = diag(d), as the preceding theorem requires.

Peierls's inequality is usually stated for the diagonal elements of H in any orthonormal set. The theorem above concerns the Ritz energies of a finite matrix.

```lean
/-- For a Hermitian `H`, a complete set of linearly independent basis vectors, as many as the
dimension, reproduces the partition function exactly. -/
theorem complete_basis_exact {H B : Matrix n n ℂ} (hH : H.IsHermitian)
    (hB : LinearIndependent ℂ B.col) (b : ℝ) :
    partitionFunction (effectiveHamiltonian H B) b = partitionFunction H b := by
  obtain ⟨W, d, hQ, hD⟩ := exists_ritz_basis hH hB
  rw [partitionFunction_effective hQ hD, partitionFunction_eq_sum hQ hD]

end

end PeierlsNonorthogonal
```

When B is square, its independent columns span the whole space. Then BW is unitary and the dᵢ are the exact energies, so both traces equal the same sum. The equality holds between complex numbers, and B need not be orthogonal.

```lean
#print axioms PeierlsNonorthogonal.peierls_bound
-- 'PeierlsNonorthogonal.peierls_bound' depends on axioms: [propext, Classical.choice, Quot.sound]
#print axioms PeierlsNonorthogonal.complete_basis_exact
-- 'PeierlsNonorthogonal.complete_basis_exact' depends on axioms: [propext, Classical.choice, Quot.sound]
```
